# A singular value decomposition of the correlation matrix gives the best rotational superposition about a fixed origin

Let $C = U D V^T$, with $U$, $V$ real orthogonal and $D$ diagonal with entries $d_i \ge 0$. Then every orthogonal $R$ satisfies

$$\operatorname{tr}(RC) \le \operatorname{tr} D,$$

with equality at $R = VU^T$. If $C = \sum_i w_i x_i a_i^T$ is the correlation matrix of positions $x_i$ and reference positions $a_i$ with weights $w_i$, this $R$ minimises $\sum_i w_i|Rx_i - a_i|^2$ among all orthogonal matrices, reflections included. If $\det(VU^T) = -1$, reversing one axis of smallest $d_i$ gives a best proper rotation.

In simulation practice, such a fit removes overall rotation before geometries are compared; here the atoms are already paired and the origin is fixed.

In the code, `n` labels the Cartesian axes, so the dimension is `Fintype.card n`, and `ι` labels the atoms.

```lean
import Mathlib

open Matrix

namespace KabschSuperposition

variable {n ι : Type*} [Fintype n] [DecidableEq n] [Fintype ι]
```

## Structures, overlap and misfit

Orthogonality means $R^TR = 1$, which admits reflections as well as rotations.

```lean
/-- A real square matrix is orthogonal when its transpose is its inverse. -/
def IsOrthogonal (R : Matrix n n ℝ) : Prop := Rᵀ * R = 1
```

Atom $i$ has position $x_i$ in the structure to be moved, position $a_i$ in the reference, and weight $w_i$, for instance its mass. The correlation matrix is $C = \sum_i w_i x_i a_i^T$. Exchanging the two structures would transpose it. For a matrix $R$, the number $\operatorname{tr}(RC)$ is called the overlap here.

```lean
/-- The weighted correlation matrix `∑ wᵢ xᵢ aᵢᵀ` of two structures `x` and `a`. -/
def correlation (w : ι → ℝ) (x a : ι → n → ℝ) : Matrix n n ℝ :=
  ∑ i, w i • vecMulVec (x i) (a i)
```

The quantity to minimise is $\sum_i w_i |Rx_i - a_i|^2$. The theorems allow weights of any sign, though a squared deviation in the usual sense needs $w_i \ge 0$.

```lean
/-- The weighted sum of squared distances between the transformed points `R xᵢ` and the
reference points `aᵢ`. -/
def misfit (w : ι → ℝ) (x a : ι → n → ℝ) (R : Matrix n n ℝ) : ℝ :=
  ∑ i, w i * ((R *ᵥ x i - a i) ⬝ᵥ (R *ᵥ x i - a i))
```

For the proper-rotation problem, let $S$ be diagonal with $-1$ at position $k$ and $1$ elsewhere. The candidate is $VSU^T$.

```lean
/-- The Kabsch matrix `V S Uᵀ`, where `S` reverses the singular axis `k` and keeps the others. -/
def flippedKabsch (U V : Matrix n n ℝ) (k : n) : Matrix n n ℝ :=
  V * diagonal (fun i => if i = k then (-1 : ℝ) else 1) * Uᵀ
```

## The bound on the overlap

Each column of an orthogonal $Q$ has unit length: $\sum_k Q_{ki}^2 = 1$. One term cannot exceed the sum, so $Q_{ii}^2 \le 1$ and hence $Q_{ii} \le 1$. In Lean, `Finset.single_le_sum` picks out the term and `nlinarith` takes the last step.

```lean
/-- No diagonal entry of an orthogonal matrix exceeds one. -/
theorem diag_le_one {Q : Matrix n n ℝ} (hQ : IsOrthogonal Q) (i : n) : Q i i ≤ 1 := by
  have hQ' : Qᵀ * Q = 1 := hQ
  have hs := congrArg (fun M : Matrix n n ℝ => M i i) hQ'
  simp only [Matrix.mul_apply, Matrix.transpose_apply, Matrix.one_apply_eq] at hs
  have h1 := Finset.single_le_sum (f := fun k => Q k i * Q k i)
    (fun k _ => mul_self_nonneg (Q k i)) (Finset.mem_univ i)
  have h2 : Q i i * Q i i ≤ 1 := hs ▸ h1
  nlinarith
```

Now put $Q = V^TRU$. It is orthogonal, since $Q^TQ = U^TR^T(VV^T)RU = 1$, and cyclicity of the trace gives

$$\operatorname{tr}(RUDV^T) = \operatorname{tr}(V^TRUD) = \sum_i Q_{ii} d_i .$$

```lean
/-- For orthogonal `R`, `U` and `V`, the matrix `Vᵀ R U` is orthogonal, and for diagonal `D` the
trace of `R U D Vᵀ` is the sum of the diagonal entries of `Vᵀ R U` weighted by those of `D`. -/
theorem overlap_in_singular_frames {R U V : Matrix n n ℝ} (hR : IsOrthogonal R)
    (hU : IsOrthogonal U) (hV : IsOrthogonal V) (d : n → ℝ) :
    IsOrthogonal (Vᵀ * R * U) ∧
      trace (R * (U * diagonal d * Vᵀ)) = ∑ i, (Vᵀ * R * U) i i * d i := by
  have hR' : Rᵀ * R = 1 := hR
  have hU' : Uᵀ * U = 1 := hU
  have hV' : V * Vᵀ = 1 := mul_eq_one_comm.mp hV
  constructor
  · calc (Vᵀ * R * U)ᵀ * (Vᵀ * R * U) = Uᵀ * (Rᵀ * (V * Vᵀ) * R) * U := by
          simp only [Matrix.transpose_mul, Matrix.transpose_transpose, Matrix.mul_assoc]
      _ = 1 := by rw [hV', mul_one, hR', mul_one, hU']
  · calc trace (R * (U * diagonal d * Vᵀ)) = trace ((R * U * diagonal d) * Vᵀ) := by
          simp only [Matrix.mul_assoc]
      _ = trace ((Vᵀ * R * U) * diagonal d) := by
          rw [Matrix.trace_mul_comm]
          simp only [Matrix.mul_assoc]
      _ = ∑ i, (Vᵀ * R * U) i i * d i := by
          simp only [Matrix.trace, Matrix.diag_apply, Matrix.mul_diagonal]
```

Because $d_i \ge 0$, each term obeys $Q_{ii}d_i \le d_i$, and summing gives the bound. For $R = VU^T$ we have $Q = V^TVU^TU = 1$, so the bound is attained. Both statements rely on $U$ and $V$ being orthogonal, which the theorem assumes as `hU` and `hV`.

```lean
/-- For `C = U D Vᵀ` with nonnegative diagonal `D`, the orthogonal matrix `V Uᵀ` gives
`trace (R C)` the value `trace D`, and no orthogonal `R` gives more. -/
theorem kabsch_trace {U V : Matrix n n ℝ} (hU : IsOrthogonal U) (hV : IsOrthogonal V)
    {d : n → ℝ} (hd : ∀ i, 0 ≤ d i) :
    IsOrthogonal (V * Uᵀ) ∧
      trace (V * Uᵀ * (U * diagonal d * Vᵀ)) = trace (diagonal d) ∧
      ∀ R, IsOrthogonal R → trace (R * (U * diagonal d * Vᵀ)) ≤ trace (diagonal d) := by
  have hU' : Uᵀ * U = 1 := hU
  have hV' : Vᵀ * V = 1 := hV
  have hO : IsOrthogonal (V * Uᵀ) := by
    calc (V * Uᵀ)ᵀ * (V * Uᵀ) = U * (Vᵀ * V) * Uᵀ := by
          simp only [Matrix.transpose_mul, Matrix.transpose_transpose, Matrix.mul_assoc]
      _ = 1 := by rw [hV', mul_one, mul_eq_one_comm.mp hU']
  refine ⟨hO, ?_, fun R hR => ?_⟩
  · have h1 : Vᵀ * (V * Uᵀ) * U = 1 := by
      rw [← Matrix.mul_assoc, hV', one_mul, hU']
    rw [(overlap_in_singular_frames hO hU hV d).2, h1, Matrix.trace_diagonal]
    simp only [Matrix.one_apply_eq, one_mul]
  · obtain ⟨hQ, hT⟩ := overlap_in_singular_frames hR hU hV d
    rw [hT, Matrix.trace_diagonal]
    exact Finset.sum_le_sum fun i _ => mul_le_of_le_one_left (hd i) (diag_le_one hQ i)
```

Suppose all $d_i > 0$ and the bound is attained. Then no term can fall short, so $Q_{ii} = 1$ for every $i$. Column $i$ now reads $1 + \sum_{k \ne i} Q_{ki}^2 = 1$, which forces $Q_{ji} = 0$ for $j \ne i$. Thus $Q = 1$ and $R = VQU^T = VU^T$. The proof establishes $Q = 1$ as `key` and then transforms back.

```lean
/-- For `C = U D Vᵀ` with `U`, `V` orthogonal and `D` diagonal with positive entries, an orthogonal
`R` has `trace (R C) = trace D` exactly when `R = V Uᵀ`. -/
theorem kabsch_unique {R U V : Matrix n n ℝ} (hR : IsOrthogonal R) (hU : IsOrthogonal U)
    (hV : IsOrthogonal V) {d : n → ℝ} (hd : ∀ i, 0 < d i) :
    trace (R * (U * diagonal d * Vᵀ)) = trace (diagonal d) ↔ R = V * Uᵀ := by
  constructor
  · intro h
    obtain ⟨hQ, hT⟩ := overlap_in_singular_frames hR hU hV d
    rw [hT, Matrix.trace_diagonal] at h
    -- every diagonal entry must be one, so the columns have no room for anything else
    have key : Vᵀ * R * U = 1 := by
      generalize Vᵀ * R * U = Q at hQ h
      have hii : ∀ i, Q i i = 1 := fun i => by
        have hi := (Finset.sum_eq_sum_iff_of_le (fun i _ =>
          mul_le_of_le_one_left (hd i).le (diag_le_one hQ i))).mp h i (Finset.mem_univ i)
        exact mul_right_cancel₀ (hd i).ne' (by rw [one_mul]; exact hi)
      have hQ' : Qᵀ * Q = 1 := hQ
      ext j i
      by_cases hji : j = i
      · rw [hji, hii, Matrix.one_apply_eq]
      · have hs := congrArg (fun M : Matrix n n ℝ => M i i) hQ'
        simp only [Matrix.mul_apply, Matrix.transpose_apply, Matrix.one_apply_eq] at hs
        rw [← Finset.add_sum_erase _ _ (Finset.mem_univ i), hii i] at hs
        have h1 : Q j i * Q j i ≤ ∑ k ∈ Finset.univ.erase i, Q k i * Q k i :=
          Finset.single_le_sum (f := fun k => Q k i * Q k i)
            (fun k _ => mul_self_nonneg (Q k i))
            (Finset.mem_erase.mpr ⟨hji, Finset.mem_univ j⟩)
        rw [Matrix.one_apply_ne hji]
        exact mul_self_eq_zero.mp (le_antisymm (by linarith) (mul_self_nonneg _))
    calc R = (V * Vᵀ) * R * (U * Uᵀ) := by
          rw [mul_eq_one_comm.mp hV, mul_eq_one_comm.mp hU, one_mul, mul_one]
      _ = V * (Vᵀ * R * U) * Uᵀ := by simp only [Matrix.mul_assoc]
      _ = V * Uᵀ := by rw [key, mul_one]
  · rintro rfl
    exact (kabsch_trace hU hV fun i => (hd i).le).2.1
```

## When $VU^T$ has determinant $-1$

A chiral molecule must not be turned into its mirror image, so $\det R = 1$ is required. If $\det U \det V = 1$, then $VU^T$ already qualifies. If the product is $-1$, the aim is the bound $\operatorname{tr}D - 2d_k$, with $d_k$ the smallest singular value. Its proof starts from an orthogonal $Q$ with $\det Q = -1$.

From $Q^T(1+Q) = (1+Q)^T$, taking determinants gives $-\det(1+Q) = \det(1+Q)$, so $\det(1+Q) = 0$ and some $v \ne 0$ has $Qv = -v$. Let $K = 2vv^T/(v\cdot v)$. Then

$$K^T = K,\quad K^2 = 2K,\quad QK = -K,\quad \operatorname{tr}K = 2.$$

The mirror $1-K$ is orthogonal, hence so is $Q(1-K) = Q + K$. Its diagonal entries are at most one, so $\operatorname{tr}Q + 2 \le n$, where $n$ is the dimension.

```lean
/-- An orthogonal matrix of determinant `-1` in `n` dimensions has trace at most `n - 2`. -/
theorem trace_le_of_det_neg_one {Q : Matrix n n ℝ} (hQ : IsOrthogonal Q) (hdet : Q.det = -1) :
    trace Q ≤ (Fintype.card n : ℝ) - 2 := by
  have hQ' : Qᵀ * Q = 1 := hQ
  -- some direction `v` is reversed by `Q`
  have h0 : (1 + Q).det = 0 := by
    have h1 : Qᵀ * (1 + Q) = (1 + Q)ᵀ := by
      rw [mul_add, mul_one, hQ', Matrix.transpose_add, Matrix.transpose_one, add_comm]
    have h2 := congrArg Matrix.det h1
    rw [Matrix.det_mul, Matrix.det_transpose, Matrix.det_transpose, hdet] at h2
    linarith
  obtain ⟨v, hv, hv0⟩ := Matrix.exists_mulVec_eq_zero_iff.mpr h0
  rw [Matrix.add_mulVec, Matrix.one_mulVec] at hv0
  have hQv : Q *ᵥ v = -v := eq_neg_of_add_eq_zero_right hv0
  have hs : ∑ k, v k * v k ≠ 0 := fun h => hv <| funext fun k =>
    mul_self_eq_zero.mp ((Finset.sum_eq_zero_iff_of_nonneg
      (fun k _ => mul_self_nonneg (v k))).mp h k (Finset.mem_univ k))
  obtain ⟨c, hc⟩ : ∃ c : ℝ, c * ∑ k, v k * v k = 2 := ⟨_, div_mul_cancel₀ 2 hs⟩
  -- `K` is twice the projector on `v`, and `1 - K` is the mirror that reverses `v`
  obtain ⟨K, hKt, hKK, hQK, hK⟩ : ∃ K : Matrix n n ℝ,
      Kᵀ = K ∧ K * K = K + K ∧ Q * K = -K ∧ trace K = 2 := by
    refine ⟨Matrix.of fun i j => c * v i * v j, ?_, ?_, ?_, ?_⟩
    · ext i j
      simp only [Matrix.transpose_apply, Matrix.of_apply]
      ring
    · ext i j
      simp only [Matrix.mul_apply, Matrix.of_apply, Matrix.add_apply]
      calc ∑ k, c * v i * v k * (c * v k * v j)
          = (c * v i * v j) * (c * ∑ k, v k * v k) := by
            rw [Finset.mul_sum, Finset.mul_sum]
            exact Finset.sum_congr rfl fun k _ => by ring
        _ = c * v i * v j + c * v i * v j := by rw [hc]; ring
    · ext i j
      have h : ∑ k, Q i k * v k = -v i := congrFun hQv i
      simp only [Matrix.mul_apply, Matrix.of_apply, Matrix.neg_apply]
      calc ∑ k, Q i k * (c * v k * v j) = (c * v j) * ∑ k, Q i k * v k := by
            rw [Finset.mul_sum]
            exact Finset.sum_congr rfl fun k _ => by ring
        _ = -(c * v i * v j) := by rw [h]; ring
    · simp only [Matrix.trace, Matrix.diag_apply, Matrix.of_apply]
      rw [← hc, Finset.mul_sum]
      exact Finset.sum_congr rfl fun k _ => by ring
  have hP : IsOrthogonal (Q * (1 - K)) := by
    calc (Q * (1 - K))ᵀ * (Q * (1 - K)) = (1 - K) * (Qᵀ * Q) * (1 - K) := by
          rw [Matrix.transpose_mul, Matrix.transpose_sub, Matrix.transpose_one, hKt]
          simp only [Matrix.mul_assoc]
      _ = 1 - (K + K) + K * K := by rw [hQ']; noncomm_ring
      _ = 1 := by rw [hKK]; abel
  have hle : trace (Q * (1 - K)) ≤ ∑ _i : n, (1 : ℝ) :=
    Finset.sum_le_sum fun i _ => diag_le_one hP i
  rw [mul_sub, mul_one, hQK, sub_neg_eq_add, Matrix.trace_add, hK] at hle
  simp only [Finset.sum_const, Finset.card_univ, nsmul_eq_mul, mul_one] at hle
  linarith
```

If $U$ and $V$ are orthogonal with $\det U\det V = -1$ and $R$ is a proper rotation, the matrix $Q = V^TRU$ is orthogonal with determinant $-1$. With $d_k$ the smallest singular value,

$$\sum_i Q_{ii}d_i = \sum_i Q_{ii}(d_i - d_k) + d_k\operatorname{tr}Q \le \sum_i (d_i-d_k) + (n-2)d_k = \operatorname{tr}D - 2d_k .$$

At $R = VSU^T$ one finds $Q = S$, which gives equality, and $\det R = -\det U\det V = 1$. In the last part of the proof, `h1` to `h4` are the parts of the displayed estimate.

```lean
/-- If `det U det V = -1` and `d k` is the smallest singular value, the flipped Kabsch matrix is
a proper rotation with overlap `trace D - 2 d k`, and no proper rotation has a larger one. -/
theorem kabsch_trace_proper {U V : Matrix n n ℝ} (hU : IsOrthogonal U) (hV : IsOrthogonal V)
    (hUV : U.det * V.det = -1) {d : n → ℝ} {k : n} (hk0 : 0 ≤ d k) (hk : ∀ i, d k ≤ d i) :
    IsOrthogonal (flippedKabsch U V k) ∧ (flippedKabsch U V k).det = 1 ∧
      trace (flippedKabsch U V k * (U * diagonal d * Vᵀ)) = trace (diagonal d) - 2 * d k ∧
      ∀ R, IsOrthogonal R → R.det = 1 →
        trace (R * (U * diagonal d * Vᵀ)) ≤ trace (diagonal d) - 2 * d k := by
  have hU' : Uᵀ * U = 1 := hU
  have hV' : Vᵀ * V = 1 := hV
  have hO : IsOrthogonal (flippedKabsch U V k) := by
    have hS : diagonal (fun i => if i = k then (-1 : ℝ) else 1) *
        diagonal (fun i => if i = k then (-1 : ℝ) else 1) = 1 := by
      rw [Matrix.diagonal_mul_diagonal, ← Matrix.diagonal_one]
      congr 1
      funext i
      by_cases h : i = k <;> simp [h]
    unfold IsOrthogonal flippedKabsch
    rw [Matrix.transpose_mul, Matrix.transpose_mul, Matrix.transpose_transpose,
      Matrix.diagonal_transpose]
    generalize diagonal (fun i => if i = k then (-1 : ℝ) else 1) = S at hS
    calc U * (S * Vᵀ) * (V * S * Uᵀ) = U * (S * (Vᵀ * V) * S) * Uᵀ := by
          simp only [Matrix.mul_assoc]
      _ = 1 := by rw [hV', mul_one, hS, mul_one, mul_eq_one_comm.mp hU']
  refine ⟨hO, ?_, ?_, fun R hR hdet => ?_⟩
  · have hS : (diagonal (fun i => if i = k then (-1 : ℝ) else 1)).det = -1 := by
      simp [Matrix.det_diagonal, Finset.prod_ite_eq']
    rw [flippedKabsch, Matrix.det_mul, Matrix.det_mul, Matrix.det_transpose, hS]
    linear_combination -hUV
  · have h1 : Vᵀ * flippedKabsch U V k * U =
        diagonal (fun i => if i = k then (-1 : ℝ) else 1) := by
      unfold flippedKabsch
      generalize diagonal (fun i => if i = k then (-1 : ℝ) else 1) = S
      calc Vᵀ * (V * S * Uᵀ) * U = (Vᵀ * V) * S * (Uᵀ * U) := by
            simp only [Matrix.mul_assoc]
        _ = S := by rw [hV', hU', one_mul, mul_one]
    have h2 : ∀ i, (if i = k then (-1 : ℝ) else 1) * d i =
        d i - if i = k then 2 * d k else 0 := fun i => by
      by_cases h : i = k
      · rw [if_pos h, if_pos h, h]; ring
      · rw [if_neg h, if_neg h]; ring
    rw [(overlap_in_singular_frames hO hU hV d).2, h1, Matrix.trace_diagonal]
    simp only [Matrix.diagonal_apply_eq, h2, Finset.sum_sub_distrib, Finset.sum_ite_eq',
      Finset.mem_univ, if_true]
  · obtain ⟨hQ, hT⟩ := overlap_in_singular_frames hR hU hV d
    have hdQ : (Vᵀ * R * U).det = -1 := by
      rw [Matrix.det_mul, Matrix.det_mul, Matrix.det_transpose, hdet]
      linear_combination hUV
    rw [hT, Matrix.trace_diagonal]
    generalize Vᵀ * R * U = Q at hQ hdQ
    -- split off the smallest singular value, which multiplies the trace of `Q`
    have h1 : ∑ i, Q i i * (d i - d k) ≤ ∑ i, (d i - d k) := Finset.sum_le_sum fun i _ =>
      mul_le_of_le_one_left (sub_nonneg.mpr (hk i)) (diag_le_one hQ i)
    have h2 : ∑ i, (d i - d k) = ∑ i, d i - (Fintype.card n : ℝ) * d k := by
      simp [Finset.sum_sub_distrib]
    have h3 : ∑ i, Q i i * (d i - d k) = ∑ i, Q i i * d i - trace Q * d k := by
      simp only [Matrix.trace, Matrix.diag_apply, mul_sub, Finset.sum_sub_distrib,
        Finset.sum_mul]
    have h4 := mul_le_mul_of_nonneg_right (trace_le_of_det_neg_one hQ hdQ) hk0
    linarith
```

## From overlap to least squares

An orthogonal $R$ preserves lengths, so

$$|Rx_i-a_i|^2 = |x_i|^2 + |a_i|^2 - 2(Rx_i)\cdot a_i .$$

Weighting and summing turns the last term into $-2\operatorname{tr}(RC)$. The rest does not depend on $R$.

```lean
/-- For orthogonal `R` the misfit is a constant of the two structures minus twice the overlap
`trace (R C)` with their correlation matrix `C`. -/
theorem misfit_eq (w : ι → ℝ) (x a : ι → n → ℝ) {R : Matrix n n ℝ} (hR : IsOrthogonal R) :
    misfit w x a R = ∑ i, w i * (x i ⬝ᵥ x i + a i ⬝ᵥ a i)
      - 2 * trace (R * correlation w x a) := by
  have hR' : Rᵀ * R = 1 := hR
  have ht : trace (R * correlation w x a) = ∑ i, w i * ((R *ᵥ x i) ⬝ᵥ a i) := by
    rw [correlation, Finset.mul_sum, Matrix.trace_sum]
    refine Finset.sum_congr rfl fun i _ => ?_
    rw [Matrix.mul_smul, Matrix.trace_smul, smul_eq_mul]
    congr 1
    simp only [Matrix.trace, Matrix.diag_apply, Matrix.mul_apply, Matrix.vecMulVec_apply,
      dotProduct, Matrix.mulVec, Finset.sum_mul, mul_assoc]
  rw [ht, misfit, Finset.mul_sum, ← Finset.sum_sub_distrib]
  refine Finset.sum_congr rfl fun i _ => ?_
  -- orthogonal matrices preserve lengths
  have hn : (R *ᵥ x i) ⬝ᵥ (R *ᵥ x i) = x i ⬝ᵥ x i := by
    rw [Matrix.dotProduct_mulVec, ← Matrix.mulVec_transpose, Matrix.mulVec_mulVec, hR',
      Matrix.one_mulVec]
  rw [sub_dotProduct, dotProduct_sub, dotProduct_sub, hn, dotProduct_comm (a i) (R *ᵥ x i)]
  ring
```

The largest overlap therefore means the least misfit, among all orthogonal matrices and among proper rotations alike. The hypothesis `hC` supplies the decomposition of $C$; computing it is a separate task.

A model with translations would minimise $\sum_i w_i|Rx_i + t - a_i|^2$ over a shift $t$ too. For positive total weight, the best shift makes the weighted centroids coincide, and $C$ would be built from positions relative to them. With structures centred beforehand, the present form applies directly.

```lean
/-- Let the correlation matrix be `U D Vᵀ` with `U`, `V` orthogonal and `D` diagonal with
nonnegative entries `d i`. Then no orthogonal matrix has a smaller misfit than `V Uᵀ`; and if `det U
det V = -1` and `d k` is the smallest entry, no proper rotation has a smaller misfit than the
flipped Kabsch matrix. -/
theorem kabsch_superposition (w : ι → ℝ) (x a : ι → n → ℝ) {U V : Matrix n n ℝ}
    (hU : IsOrthogonal U) (hV : IsOrthogonal V) {d : n → ℝ} (hd : ∀ i, 0 ≤ d i)
    (hC : correlation w x a = U * diagonal d * Vᵀ) :
    (∀ R, IsOrthogonal R → misfit w x a (V * Uᵀ) ≤ misfit w x a R) ∧
      ∀ k, U.det * V.det = -1 → (∀ i, d k ≤ d i) → ∀ R, IsOrthogonal R → R.det = 1 →
        misfit w x a (flippedKabsch U V k) ≤ misfit w x a R := by
  constructor
  · intro R hR
    obtain ⟨hO, he, hle⟩ := kabsch_trace hU hV hd
    rw [misfit_eq w x a hO, misfit_eq w x a hR, hC, he]
    linarith [hle R hR]
  · intro k hUV hk R hR hdet
    obtain ⟨hO, -, he, hle⟩ := kabsch_trace_proper hU hV hUV (hd k) hk
    rw [misfit_eq w x a hO, misfit_eq w x a hR, hC, he]
    linarith [hle R hR hdet]
```

Every choice of $U$, $V$ and $D$ arises from actual points. Let $u_i$ and $v_i$ be the columns of $U$ and $V$, and take $x_i = d_iu_i$, $a_i = v_i$ with unit weights. Then $C = \sum_i d_iu_iv_i^T = UDV^T$, which Lean verifies entry by entry.

```lean
/-- The points `dᵢ uᵢ` and `vᵢ`, built from the columns of `U` and `V` and taken with unit
weights, have the correlation matrix `U D Vᵀ`. -/
theorem kabsch_superposition_witness (U V : Matrix n n ℝ) (d : n → ℝ) :
    correlation (fun _ : n => (1 : ℝ)) (fun i p => U p i * d i) (fun i q => V q i) =
      U * diagonal d * Vᵀ := by
  ext p q
  rw [Matrix.mul_apply]
  simp only [correlation, Matrix.sum_apply, Matrix.smul_apply, Matrix.vecMulVec_apply,
    smul_eq_mul, one_mul, Matrix.mul_diagonal, Matrix.transpose_apply]

end KabschSuperposition
```

```lean
#print axioms KabschSuperposition.kabsch_unique
#print axioms KabschSuperposition.kabsch_superposition
```

```
'KabschSuperposition.kabsch_unique' depends on axioms: [propext, Classical.choice, Quot.sound]
'KabschSuperposition.kabsch_superposition' depends on axioms: [propext, Classical.choice, Quot.sound]
```
